# Pointwise Bogomolny identity for a C² wave function in a C¹ vector potential

The kinetic energy density of a charged wave function in a plane, with a magnetic field perpendicular to it, splits into a square, a magnetic term and a curl. The split holds point by point, so the first choice is how to represent a partial derivative at a point. Here the plane is `ℝ × ℝ`, and $\partial_k f(p)$ is the total (Fréchet) derivative of $f$ at $p$, applied to the unit vector along axis $k$. Potentials and wave functions are functions on the whole plane, and no integral or boundary condition enters the theorems.

## Kinetic density in a perpendicular field

Let $\psi:\mathbb R^2\to\mathbb C$ be the wave function or superconducting order parameter, and let $A_1,A_2$ be the real components of the vector potential. In units where $\hbar$, the charge and twice the mass are 1, define

$$D_k=\partial_k-iA_k,\qquad B=\partial_1A_2-\partial_2A_1,\qquad j_k=\operatorname{Im}(\bar\psi D_k\psi).$$

Below, $j$ is called the current; in these units the probability current of a particle is $2j$. If $\psi$ is twice and $A_1,A_2$ are once continuously differentiable, then at every point

$$|D_1\psi|^2+|D_2\psi|^2=|D_1\psi+iD_2\psi|^2+B|\psi|^2+\partial_1j_2-\partial_2j_1.$$

The identity bears on the lowest Landau level of a single particle and on vortices in Ginzburg–Landau theory at critical coupling, in both cases for a static field in a flat plane.

## From the commutator to the identity

**Commutator.** Expanding one order of the derivatives gives

$$D_1D_2\psi=\partial_1\partial_2\psi-i(\partial_1A_2)\psi-iA_2\partial_1\psi-iA_1\partial_2\psi-A_1A_2\psi.$$

The other order follows by exchanging 1 and 2. Mixed second derivatives of $\psi$ agree, and the last three terms are symmetric as a group, so

$$D_1D_2\psi-D_2D_1\psi=-iB\psi.$$

**Derivative of the current.** The ordinary product rule gives

$$\partial_lj_k=\operatorname{Im}\big(\overline{\partial_l\psi}\,D_k\psi+\bar\psi\,\partial_lD_k\psi\big).$$

Substituting $\partial_l=D_l+iA_l$ produces the extra terms $-iA_l\bar\psi D_k\psi$ and $+iA_l\bar\psi D_k\psi$, which cancel. Hence

$$\partial_lj_k=\operatorname{Im}\big(\overline{D_l\psi}\,D_k\psi\big)+\operatorname{Im}\big(\bar\psi D_lD_k\psi\big).$$

**Curl.** Since $\operatorname{Im}(\bar wz)=-\operatorname{Im}(\bar zw)$, the two results combine to

$$\partial_1j_2-\partial_2j_1=2\operatorname{Im}\big(\overline{D_1\psi}\,D_2\psi\big)-B|\psi|^2.$$

**Square.** For complex $z,w$,

$$|z+iw|^2=|z|^2+|w|^2-2\operatorname{Im}(\bar zw).$$

Setting $z=D_1\psi$, $w=D_2\psi$ and replacing the cross term by $B|\psi|^2+\partial_1j_2-\partial_2j_1$ gives the identity.

## A lower bound at critical coupling

In scaled units, take the Ginzburg–Landau density

$$\mathcal E=|D_1\psi|^2+|D_2\psi|^2+B^2+\tfrac14(1-|\psi|^2)^2.$$

The coefficient $\tfrac14$ stands for critical coupling, the ratio of penetration depth to coherence length at the border between type I and type II superconductors. Because

$$B^2+\tfrac14(1-|\psi|^2)^2=\big(B-\tfrac12(1-|\psi|^2)\big)^2+B-B|\psi|^2,$$

the term $B|\psi|^2$ cancels, and

$$\mathcal E=|D_1\psi+iD_2\psi|^2+\big(B-\tfrac12(1-|\psi|^2)\big)^2+B+\partial_1j_2-\partial_2j_1.$$

Thus $\mathcal E\ge B+\partial_1j_2-\partial_2j_1$. Equality holds at a point exactly when $D_1\psi+iD_2\psi=0$ and $B=\tfrac12(1-|\psi|^2)$ there.

This is a bound on a density. The familiar bound on the total energy by the magnetic flux needs one further step, an integration over the whole plane, for fields whose current has vanishing circulation at large distance.

## The kinetic energy of a Landau orbital

For real $b$ and a real wave number $k$ along $y$ (not an axis label here), take $A_1=0$, $A_2=bx$ and $\psi=e^{k(x+iy)-bx^2/2}$. Then $B=b$, and

$$D_1\psi=(k-bx)\psi,\qquad D_2\psi=i(k-bx)\psi,$$

so $D_1\psi+iD_2\psi=0$. The current has $j_1=0$ and $j_2=(k-bx)|\psi|^2$, and the identity reads

$$2(k-bx)^2|\psi|^2=b|\psi|^2+\partial_x\big[(k-bx)|\psi|^2\big].$$

For $b>0$ the bracket vanishes as $x\to\pm\infty$. Integrating over $x$ therefore gives $b\int|\psi|^2dx$ for the kinetic term. The orbital is a plane wave along $y$, so it can only be normalised per unit length in $y$, where $\int|\psi|^2dx=\sqrt{\pi/b}\,e^{k^2/b}$. After division by this integral the kinetic energy is $b$ for every $k$, the degenerate lowest Landau level, without evaluating the second moment of the Gaussian.

## A vector potential with a kink

Take $\psi=1+x+iy$, $A_1=0$ and $A_2=|x|$. At the origin $D_1\psi=1$ and $D_2\psi=i$, so the left side is $2$ and the square on the right is $0$. Neither $A_2$ nor $j_2$ is differentiable there, so $B$ and the curl have no classical value. Lean assigns the derivative zero in such a case; with $j_1=-y$ the right side becomes $1$, and the formal equation is false. Continuity of $A_2$ is therefore not enough. A continuous derivative, on the other hand, is more than the proof uses: for twice continuously differentiable $\psi$ it is enough that $A_1$ and $A_2$ are differentiable at the point.

## The Lean definitions and their proofs

```lean
import Mathlib

open Complex ComplexConjugate

namespace BogomolnyIdentity

noncomputable section

/-- The unit vector along the first axis of the plane. -/
abbrev e₁ : ℝ × ℝ := (1, 0)

/-- The unit vector along the second axis of the plane. -/
abbrev e₂ : ℝ × ℝ := (0, 1)

/-- The derivative of a field `f` on the plane along the direction `v`. -/
def pd {F : Type*} [NormedAddCommGroup F] [NormedSpace ℝ F]
    (v : ℝ × ℝ) (f : ℝ × ℝ → F) (p : ℝ × ℝ) : F := fderiv ℝ f p v

/-- The covariant derivative `∂ψ - i a ψ` along `v`, where `a` is the component of the
vector potential in that direction. -/
def covD (v : ℝ × ℝ) (a : ℝ × ℝ → ℝ) (ψ : ℝ × ℝ → ℂ) (p : ℝ × ℝ) : ℂ :=
  pd v ψ p - I * (a p : ℂ) * ψ p

/-- The component `Im(conj ψ · Dψ)` of the gauge-invariant current along `v`. -/
def current (v : ℝ × ℝ) (a : ℝ × ℝ → ℝ) (ψ : ℝ × ℝ → ℂ) (p : ℝ × ℝ) : ℝ :=
  (conj (ψ p) * covD v a ψ p).im

/-- The magnetic field `B = ∂₁A₂ - ∂₂A₁` perpendicular to the plane. -/
def field (A₁ A₂ : ℝ × ℝ → ℝ) (p : ℝ × ℝ) : ℝ := pd e₁ A₂ p - pd e₂ A₁ p

/-- The curl `∂₁j₂ - ∂₂j₁` of the current. -/
def curlCurrent (A₁ A₂ : ℝ × ℝ → ℝ) (ψ : ℝ × ℝ → ℂ) (p : ℝ × ℝ) : ℝ :=
  pd e₁ (current e₂ A₂ ψ) p - pd e₂ (current e₁ A₁ ψ) p

variable {ψ : ℝ × ℝ → ℂ} {a A₁ A₂ : ℝ × ℝ → ℝ}

/-- For a C² wave function and a C¹ potential the covariant derivative is differentiable,
with the derivative given by the product rule. -/
theorem hasFDerivAt_covD (hψ : ContDiff ℝ 2 ψ) (ha : ContDiff ℝ 1 a) (v p : ℝ × ℝ) :
    HasFDerivAt (covD v a ψ)
      ((ContinuousLinearMap.apply ℝ ℂ v).comp (fderiv ℝ (fderiv ℝ ψ) p) -
        ((I * (a p : ℂ)) • fderiv ℝ ψ p +
          ψ p • (I • Complex.ofRealCLM.comp (fderiv ℝ a p)))) p := by
  have hd : Differentiable ℝ (fderiv ℝ ψ) :=
    (hψ.fderiv_right (m := 1) (le_of_eq one_add_one_eq_two)).differentiable (by norm_num)
  have h1 : HasFDerivAt (fun q => fderiv ℝ ψ q v)
      ((ContinuousLinearMap.apply ℝ ℂ v).comp (fderiv ℝ (fderiv ℝ ψ) p)) p :=
    (ContinuousLinearMap.apply ℝ ℂ v).hasFDerivAt.comp p (hd p).hasFDerivAt
  have h2 : HasFDerivAt (fun q => (a q : ℂ)) (Complex.ofRealCLM.comp (fderiv ℝ a p)) p :=
    Complex.ofRealCLM.hasFDerivAt.comp p (ha.differentiable (by norm_num) p).hasFDerivAt
  have h3 : HasFDerivAt ψ (fderiv ℝ ψ p) p :=
    (hψ.differentiable (by norm_num) p).hasFDerivAt
  exact h1.sub ((h2.const_mul I).mul h3)

/-- The covariant derivatives of a C² wave function in a C¹ vector potential fail to commute
by the magnetic field: `[D₁, D₂]ψ = -i B ψ`. -/
theorem covD_commutator (hψ : ContDiff ℝ 2 ψ) (h₁ : ContDiff ℝ 1 A₁)
    (h₂ : ContDiff ℝ 1 A₂) (p : ℝ × ℝ) :
    covD e₁ A₁ (covD e₂ A₂ ψ) p - covD e₂ A₂ (covD e₁ A₁ ψ) p
      = -I * (field A₁ A₂ p : ℂ) * ψ p := by
  have key : ∀ (b : ℝ × ℝ → ℝ), ContDiff ℝ 1 b → ∀ v w : ℝ × ℝ,
      pd w (covD v b ψ) p = fderiv ℝ (fderiv ℝ ψ) p w v
        - I * ((b p : ℂ) * pd w ψ p + ((pd w b p : ℝ) : ℂ) * ψ p) := by
    intro b hb v w
    rw [pd, (hasFDerivAt_covD hψ hb v p).fderiv]
    simp [pd]
    ring
  -- mixed second derivatives agree
  have s : fderiv ℝ (fderiv ℝ ψ) p e₁ e₂ = fderiv ℝ (fderiv ℝ ψ) p e₂ e₁ :=
    (hψ.contDiffAt.isSymmSndFDerivAt (by simp)).eq e₁ e₂
  change (pd e₁ (covD e₂ A₂ ψ) p - I * (A₁ p : ℂ) * covD e₂ A₂ ψ p)
    - (pd e₂ (covD e₁ A₁ ψ) p - I * (A₂ p : ℂ) * covD e₁ A₁ ψ p) = _
  rw [key A₂ h₂, key A₁ h₁, s]
  simp only [covD, field]
  push_cast
  ring

/-- Gauge-covariant Leibniz rule for the current of a C² wave function in a C¹ potential `a`:
ordinary derivatives become covariant ones, for any real potential component `b`. -/
theorem pd_current (hψ : ContDiff ℝ 2 ψ) (ha : ContDiff ℝ 1 a) (b : ℝ × ℝ → ℝ)
    (v w p : ℝ × ℝ) :
    pd w (current v a ψ) p = (conj (covD w b ψ p) * covD v a ψ p).im
      + (conj (ψ p) * covD w b (covD v a ψ) p).im := by
  have h1 : HasFDerivAt (fun q => conj (ψ q))
      ((Complex.conjCLE : ℂ →L[ℝ] ℂ).comp (fderiv ℝ ψ p)) p :=
    (Complex.conjCLE : ℂ →L[ℝ] ℂ).hasFDerivAt.comp p
      (hψ.differentiable (by norm_num) p).hasFDerivAt
  have h2 : HasFDerivAt (covD v a ψ) (fderiv ℝ (covD v a ψ) p) p :=
    (hasFDerivAt_covD hψ ha v p).differentiableAt.hasFDerivAt
  have h3 : HasFDerivAt (current v a ψ) _ p :=
    Complex.imCLM.hasFDerivAt.comp p (h1.mul h2)
  rw [pd, h3.fderiv,
    show covD w b (covD v a ψ) p
      = fderiv ℝ (covD v a ψ) p w - I * (b p : ℂ) * covD v a ψ p from rfl,
    show covD w b ψ p = fderiv ℝ ψ p w - I * (b p : ℂ) * ψ p from rfl]
  -- the two terms containing `b` cancel
  simp
  ring

/-- **Bogomolny identity.** For a C² wave function and a C¹ vector potential, the kinetic
density is `|D₁ψ + iD₂ψ|²` plus `B|ψ|²` plus the curl of the current. -/
theorem bogomolny_identity (hψ : ContDiff ℝ 2 ψ) (h₁ : ContDiff ℝ 1 A₁)
    (h₂ : ContDiff ℝ 1 A₂) (p : ℝ × ℝ) :
    ‖covD e₁ A₁ ψ p‖ ^ 2 + ‖covD e₂ A₂ ψ p‖ ^ 2
      = ‖covD e₁ A₁ ψ p + I * covD e₂ A₂ ψ p‖ ^ 2
        + field A₁ A₂ p * ‖ψ p‖ ^ 2 + curlCurrent A₁ A₂ ψ p := by
  -- expanding the square leaves a cross term
  have split : ∀ z w : ℂ, ‖z‖ ^ 2 + ‖w‖ ^ 2
      = ‖z + I * w‖ ^ 2 + (conj z * w).im - (conj w * z).im := by
    intro z w
    simp only [Complex.sq_norm, Complex.normSq_apply]
    simp
    ring
  -- the commutator supplies the magnetic term
  have comm : (conj (ψ p) * covD e₁ A₁ (covD e₂ A₂ ψ) p).im
      - (conj (ψ p) * covD e₂ A₂ (covD e₁ A₁ ψ) p).im
      = -(field A₁ A₂ p * ‖ψ p‖ ^ 2) := by
    rw [← Complex.sub_im, ← mul_sub, covD_commutator hψ h₁ h₂ p,
      Complex.sq_norm, Complex.normSq_apply]
    simp
    ring
  rw [curlCurrent, pd_current hψ h₂ A₁ e₂ e₁ p, pd_current hψ h₁ A₂ e₁ e₂ p]
  linarith [split (covD e₁ A₁ ψ p) (covD e₂ A₂ ψ p)]

/-- The Ginzburg–Landau energy density at critical coupling, in scaled units:
`|D₁ψ|² + |D₂ψ|² + B² + (1 - |ψ|²)²/4`. -/
def glDensity (A₁ A₂ : ℝ × ℝ → ℝ) (ψ : ℝ × ℝ → ℂ) (p : ℝ × ℝ) : ℝ :=
  ‖covD e₁ A₁ ψ p‖ ^ 2 + ‖covD e₂ A₂ ψ p‖ ^ 2 + field A₁ A₂ p ^ 2
    + (1 - ‖ψ p‖ ^ 2) ^ 2 / 4

/-- For C² `ψ` and C¹ potentials, the critical Ginzburg–Landau density is a sum of two
squares plus the magnetic field and the curl of the current. -/
theorem glDensity_eq (hψ : ContDiff ℝ 2 ψ) (h₁ : ContDiff ℝ 1 A₁)
    (h₂ : ContDiff ℝ 1 A₂) (p : ℝ × ℝ) :
    glDensity A₁ A₂ ψ p = ‖covD e₁ A₁ ψ p + I * covD e₂ A₂ ψ p‖ ^ 2
      + (field A₁ A₂ p - (1 - ‖ψ p‖ ^ 2) / 2) ^ 2
      + (field A₁ A₂ p + curlCurrent A₁ A₂ ψ p) := by
  rw [glDensity, bogomolny_identity hψ h₁ h₂ p]
  ring

/-- For C² `ψ` and C¹ potentials, the critical Ginzburg–Landau density is at least
`B + curl j`, with equality at a point exactly when `D₁ψ + iD₂ψ = 0` and
`B = (1 - |ψ|²)/2` there. -/
theorem glDensity_bound (hψ : ContDiff ℝ 2 ψ) (h₁ : ContDiff ℝ 1 A₁)
    (h₂ : ContDiff ℝ 1 A₂) (p : ℝ × ℝ) :
    field A₁ A₂ p + curlCurrent A₁ A₂ ψ p ≤ glDensity A₁ A₂ ψ p ∧
    (glDensity A₁ A₂ ψ p = field A₁ A₂ p + curlCurrent A₁ A₂ ψ p ↔
      covD e₁ A₁ ψ p + I * covD e₂ A₂ ψ p = 0 ∧
        field A₁ A₂ p = (1 - ‖ψ p‖ ^ 2) / 2) := by
  rw [glDensity_eq hψ h₁ h₂ p]
  have hx := sq_nonneg ‖covD e₁ A₁ ψ p + I * covD e₂ A₂ ψ p‖
  have hy := sq_nonneg (field A₁ A₂ p - (1 - ‖ψ p‖ ^ 2) / 2)
  refine ⟨by linarith, fun h => ⟨?_, ?_⟩, fun h => ?_⟩
  · exact norm_eq_zero.mp (pow_eq_zero_iff two_ne_zero |>.mp (by linarith))
  · exact sub_eq_zero.mp (pow_eq_zero_iff two_ne_zero |>.mp (by linarith))
  · rw [h.1, h.2, norm_zero]
    ring

/-- The Landau-gauge orbital `exp(k(x + iy) - b x²/2)`. -/
def landauOrbital (b k : ℝ) (p : ℝ × ℝ) : ℂ :=
  cexp ((k : ℂ) * ((p.1 : ℂ) + I * (p.2 : ℂ)) - (b : ℂ) / 2 * ((p.1 : ℂ) * (p.1 : ℂ)))

/-- In the vector potential `(0, b x)` the orbital `exp(k(x + iy) - b x²/2)` satisfies the
first-order equation `D₁ψ + iD₂ψ = 0`. -/
theorem landauOrbital_selfDual (b k : ℝ) (p : ℝ × ℝ) :
    covD e₁ (fun _ => 0) (landauOrbital b k) p
      + I * covD e₂ (fun q => b * q.1) (landauOrbital b k) p = 0 := by
  have hx : HasFDerivAt (fun q : ℝ × ℝ => (q.1 : ℂ))
      (Complex.ofRealCLM.comp (ContinuousLinearMap.fst ℝ ℝ ℝ)) p :=
    (Complex.ofRealCLM.comp (ContinuousLinearMap.fst ℝ ℝ ℝ)).hasFDerivAt
  have hy : HasFDerivAt (fun q : ℝ × ℝ => (q.2 : ℂ))
      (Complex.ofRealCLM.comp (ContinuousLinearMap.snd ℝ ℝ ℝ)) p :=
    (Complex.ofRealCLM.comp (ContinuousLinearMap.snd ℝ ℝ ℝ)).hasFDerivAt
  have H : HasFDerivAt (landauOrbital b k) _ p :=
    (((hx.add (hy.const_mul I)).const_mul (k : ℂ)).sub
      ((hx.mul hx).const_mul ((b : ℂ) / 2))).cexp
  have d1 : pd e₁ (landauOrbital b k) p = ((k : ℂ) - b * p.1) * landauOrbital b k p := by
    rw [pd, H.fderiv]
    simp [landauOrbital]
    ring
  have d2 : pd e₂ (landauOrbital b k) p = I * k * landauOrbital b k p := by
    rw [pd, H.fderiv]
    simp [landauOrbital]
    ring
  simp only [covD, d1, d2]
  push_cast
  linear_combination ((k : ℂ) - b * p.1) * landauOrbital b k p * Complex.I_sq

end

end BogomolnyIdentity
```

```lean
#print axioms BogomolnyIdentity.bogomolny_identity
-- 'BogomolnyIdentity.bogomolny_identity' depends on axioms: [propext, Classical.choice, Quot.sound]
#print axioms BogomolnyIdentity.glDensity_bound
-- 'BogomolnyIdentity.glDensity_bound' depends on axioms: [propext, Classical.choice, Quot.sound]
#print axioms BogomolnyIdentity.landauOrbital_selfDual
-- 'BogomolnyIdentity.landauOrbital_selfDual' depends on axioms: [propext, Classical.choice, Quot.sound]
```

`pd v f p` is the derivative of `f` at `p` along `v`, and `covD v a ψ p` is the covariant derivative with potential component `a`. Thus `covD e₁ A₁ ψ p` is $D_1\psi$ at $p$. `current` and `curlCurrent` are $j_k$ and $\partial_1j_2-\partial_2j_1$, while `field` is the magnetic field $B$, not an algebraic field. The hypothesis `ContDiff ℝ 2 ψ` asks for real differentiability in two variables; $\psi$ need not be holomorphic. Nothing requires $\psi$ or the potential to solve an equation of motion.

`hasFDerivAt_covD` differentiates $D_k\psi$ by the product rule, which uses both smoothness hypotheses. In `covD_commutator`, `key` evaluates that derivative along a direction, and `s` is the equality of mixed second derivatives. After these substitutions, `ring` cancels the symmetric terms.

`pd_current` is the rule for $\partial_lj_k$. Its `b` is an arbitrary real function, with no smoothness assumed, because the terms containing it cancel; in the orbital theorem the same letter means the field strength.

In `bogomolny_identity`, `split` expands the square, with the cross term written as a difference of two imaginary parts, and `comm` turns the commutator into $-B|\psi|^2$. Two uses of `pd_current` rewrite the curl, and `linarith` adds the equations.

`glDensity_eq` inserts the identity into $\mathcal E$ and completes the second square by `ring`. `glDensity_bound` uses that both squares are nonnegative: if their sum is zero, each is zero, which gives the two first-order equations. The converse is substitution.

`landauOrbital_selfDual` computes the two partial derivatives as `d1` and `d2`. The final `linear_combination` uses $i^2=-1$ to cancel $(k-bx)\psi$ against $i\cdot i(k-bx)\psi$. This theorem holds for all real `b` and `k`, including $b\le0$, where the orbital is not normalisable in $x$.
